# An independence Metropolis chain with p ≤ M q converges at least as fast as (1 − 1/M)^n

Let p and q be strictly positive probability distributions on a finite set, with p(x) ≤ M q(x) for every x. The Metropolis-Hastings chain with target p, whose proposals are drawn from q whatever the current state, has transition probabilities P(x,y) ≥ p(y)/M, and after n steps from any start every event probability is within (1 − 1/M)^n of its value under p.

```lean
import Mathlib

open Finset

namespace IndependenceMetropolis

noncomputable section

variable {S : Type*} [Fintype S] [DecidableEq S] {p q : S → ℝ} {M : ℝ}

/-- A probability distribution on a finite set that gives every state positive weight. -/
def IsPositiveProb (p : S → ℝ) : Prop := (∀ x, 0 < p x) ∧ ∑ x, p x = 1

/-- Metropolis-Hastings acceptance probability of a move from `x` to `y`, for target `p` and
proposals drawn from `q` regardless of `x`; meant for `p x` and `q y` positive. -/
def acceptance (p q : S → ℝ) (x y : S) : ℝ := min 1 (p y * q x / (p x * q y))

/-- Transition matrix of the chain: propose `y` from `q`, accept or reject, and stay at `x` after a
rejection; meant for positive probability distributions `p` and `q`. -/
def kernel (p q : S → ℝ) : Matrix S S ℝ := fun x y =>
  q y * acceptance p q x y + if x = y then 1 - ∑ z, q z * acceptance p q x z else 0

omit [DecidableEq S] in
/-- For positive distributions `p` and `q`, the accepted probability flow from `x` to `y` is the
smaller of the two proposed flows between these states. -/
theorem accepted_flow (hp : IsPositiveProb p) (hq : IsPositiveProb q) (x y : S) :
    p x * (q y * acceptance p q x y) = min (p x * q y) (p y * q x) := by
  have hx : p x ≠ 0 := (hp.1 x).ne'
  have hy : q y ≠ 0 := (hq.1 y).ne'
  have h : 0 ≤ p x * q y := (mul_pos (hp.1 x) (hq.1 y)).le
  have e : p x * q y * (p y * q x / (p x * q y)) = p y * q x := by field_simp
  unfold acceptance
  rw [← mul_assoc, mul_min_of_nonneg _ _ h, mul_one, e]

/-- For positive distributions `p` and `q`, the chain obeys detailed balance with respect to
the target `p`. -/
theorem detailed_balance (hp : IsPositiveProb p) (hq : IsPositiveProb q) (x y : S) :
    p x * kernel p q x y = p y * kernel p q y x := by
  by_cases h : x = y
  · subst h
    rfl
  · simp only [kernel, if_neg h, if_neg (Ne.symm h), add_zero]
    rw [accepted_flow hp hq x y, accepted_flow hp hq y x]
    exact min_comm _ _

/-- Every row of the `n`-th power of the kernel sums to one, for any real functions `p` and `q`. -/
theorem sum_kernel_pow (p q : S → ℝ) (n : ℕ) (x : S) :
    ∑ y, (kernel p q ^ n) x y = 1 := by
  have row : ∀ z, ∑ y, kernel p q z y = 1 := by
    intro z
    simp only [kernel, Finset.sum_add_distrib, Finset.sum_ite_eq, Finset.mem_univ, if_true]
    ring
  induction n with
  | zero => simp [Matrix.one_apply]
  | succ n ih =>
    simp only [pow_succ, Matrix.mul_apply]
    rw [Finset.sum_comm]
    simp only [← Finset.mul_sum, row, mul_one]
    exact ih

/-- For positive distributions `p` and `q`, one step of the chain leaves the target `p`
unchanged. -/
theorem stationary (hp : IsPositiveProb p) (hq : IsPositiveProb q) (y : S) :
    ∑ x, p x * kernel p q x y = p y := by
  have row : ∑ x, kernel p q y x = 1 := by
    have h := sum_kernel_pow p q 1 y
    rwa [pow_one] at h
  calc ∑ x, p x * kernel p q x y = ∑ x, p y * kernel p q y x :=
        Finset.sum_congr rfl fun x _ => detailed_balance hp hq x y
    _ = p y := by rw [← Finset.mul_sum, row, mul_one]

omit [DecidableEq S] in
/-- If `p ≤ M q` for two positive distributions, then `M` is at least one. -/
theorem one_le_bound (hp : IsPositiveProb p) (hq : IsPositiveProb q)
    (hM : ∀ x, p x ≤ M * q x) : 1 ≤ M := by
  calc 1 = ∑ x, p x := hp.2.symm
    _ ≤ ∑ x, M * q x := Finset.sum_le_sum fun x _ => hM x
    _ = M := by rw [← Finset.mul_sum, hq.2, mul_one]

/-- Let `p ≤ M q` for positive distributions. After `n` steps from any state `x`, the law of the
chain contains the target `p` with weight at least `1 - (1 - 1/M)^n`. -/
theorem equilibrated_part (hp : IsPositiveProb p) (hq : IsPositiveProb q)
    (hM : ∀ x, p x ≤ M * q x) (n : ℕ) (x y : S) :
    (1 - (1 - 1 / M) ^ n) * p y ≤ (kernel p q ^ n) x y := by
  have hM0 : 0 < M := lt_of_lt_of_le one_pos (one_le_bound hp hq hM)
  have hd : ∀ z, p z / M ≤ q z := fun z => (div_le_iff₀ hM0).2 (by linarith [hM z])
  -- a single step reaches each state with at least the fraction 1/M of its target weight
  have one : ∀ u v, p v / M ≤ kernel p q u v := by
    intro u v
    have hmove : p v / M ≤ q v * acceptance p q u v := by
      refine le_of_mul_le_mul_left ?_ (hp.1 u)
      rw [accepted_flow hp hq u v]
      refine le_min (mul_le_mul_of_nonneg_left (hd v) (hp.1 u).le) ?_
      calc p u * (p v / M) = p v * (p u / M) := by ring
        _ ≤ p v * q u := mul_le_mul_of_nonneg_left (hd u) (hp.1 v).le
    have hrej : ∑ z, q z * acceptance p q u z ≤ 1 := by
      calc ∑ z, q z * acceptance p q u z ≤ ∑ z, q z :=
            Finset.sum_le_sum fun z _ =>
              mul_le_of_le_one_right (hq.1 z).le (min_le_left _ _)
        _ = 1 := hq.2
    simp only [kernel]
    split_ifs <;> linarith
  induction n generalizing y with
  | zero =>
    simp only [pow_zero, sub_self, zero_mul, Matrix.one_apply]
    split_ifs <;> norm_num
  | succ n ih =>
    -- apply the one-step bound to the part that has not yet equilibrated
    have hD : ∑ z, ((kernel p q ^ n) x z - (1 - (1 - 1 / M) ^ n) * p z) * (p y / M) ≤
        ∑ z, ((kernel p q ^ n) x z - (1 - (1 - 1 / M) ^ n) * p z) * kernel p q z y :=
      Finset.sum_le_sum fun z _ =>
        mul_le_mul_of_nonneg_left (one z y) (sub_nonneg.2 (ih z))
    have hL : ∑ z, ((kernel p q ^ n) x z - (1 - (1 - 1 / M) ^ n) * p z) * (p y / M) =
        (1 - 1 / M) ^ n * (p y / M) := by
      rw [← Finset.sum_mul, Finset.sum_sub_distrib, ← Finset.mul_sum, sum_kernel_pow, hp.2]
      ring
    have hR : ∑ z, ((kernel p q ^ n) x z - (1 - (1 - 1 / M) ^ n) * p z) * kernel p q z y =
        (kernel p q ^ (n + 1)) x y - (1 - (1 - 1 / M) ^ n) * p y := by
      rw [pow_succ (kernel p q) n, Matrix.mul_apply]
      conv_rhs => rw [← stationary hp hq y]
      rw [Finset.mul_sum, ← Finset.sum_sub_distrib]
      exact Finset.sum_congr rfl fun z _ => by ring
    rw [hL, hR] at hD
    have e : (1 - (1 - 1 / M) ^ (n + 1)) * p y =
        (1 - (1 - 1 / M) ^ n) * p y + (1 - 1 / M) ^ n * (p y / M) := by
      rw [pow_succ]
      ring
    linarith

/-- Let `p ≤ M q` for positive distributions, and let an observable `f` take values between `a`
and `b`. Its mean after `n` steps from `x` differs from its target mean by at most
`(1 - 1/M)^n (b - a)`. -/
theorem observable_bias (hp : IsPositiveProb p) (hq : IsPositiveProb q)
    (hM : ∀ x, p x ≤ M * q x) (n : ℕ) (x : S) (f : S → ℝ) (a b : ℝ)
    (ha : ∀ y, a ≤ f y) (hb : ∀ y, f y ≤ b) :
    |∑ y, (kernel p q ^ n) x y * f y - ∑ y, p y * f y| ≤ (1 - 1 / M) ^ n * (b - a) := by
  have hM1 := one_le_bound hp hq hM
  have hr : 0 ≤ (1 - 1 / M) ^ n :=
    pow_nonneg (sub_nonneg.2 ((div_le_one (by linarith)).2 hM1)) n
  have hmin := equilibrated_part hp hq hM n x
  generalize (1 - 1 / M) ^ n = r at hr hmin ⊢
  -- the remainder of the law is nonnegative and has total mass r
  have hc : ∀ c : ℝ, ∑ y, ((kernel p q ^ n) x y - (1 - r) * p y) * c = r * c := by
    intro c
    rw [← Finset.sum_mul, Finset.sum_sub_distrib, ← Finset.mul_sum, sum_kernel_pow, hp.2]
    ring
  have hf : ∑ y, ((kernel p q ^ n) x y - (1 - r) * p y) * f y =
      ∑ y, (kernel p q ^ n) x y * f y - (1 - r) * ∑ y, p y * f y := by
    rw [Finset.mul_sum, ← Finset.sum_sub_distrib]
    exact Finset.sum_congr rfl fun y _ => by ring
  have h1 := Finset.sum_le_sum fun y (_ : y ∈ (Finset.univ : Finset S)) =>
    mul_le_mul_of_nonneg_left (ha y) (sub_nonneg.2 (hmin y))
  have h2 := Finset.sum_le_sum fun y (_ : y ∈ (Finset.univ : Finset S)) =>
    mul_le_mul_of_nonneg_left (hb y) (sub_nonneg.2 (hmin y))
  rw [hc, hf] at h1
  rw [hc, hf] at h2
  have h3 : a ≤ ∑ y, p y * f y := by
    calc a = ∑ y, p y * a := by rw [← Finset.sum_mul, hp.2, one_mul]
      _ ≤ _ := Finset.sum_le_sum fun y _ => mul_le_mul_of_nonneg_left (ha y) (hp.1 y).le
  have h4 : ∑ y, p y * f y ≤ b := by
    calc ∑ y, p y * f y ≤ ∑ y, p y * b :=
          Finset.sum_le_sum fun y _ => mul_le_mul_of_nonneg_left (hb y) (hp.1 y).le
      _ = b := by rw [← Finset.sum_mul, hp.2, one_mul]
  have h5 := mul_le_mul_of_nonneg_left h3 hr
  have h6 := mul_le_mul_of_nonneg_left h4 hr
  rw [abs_le]
  constructor <;> linarith

/-- Let `p ≤ M q` for positive distributions. Each step reaches any state `y` with probability at
least `p y / M`, and after `n` steps from any state the probability of any event `A` differs from
its target value by at most `(1 - 1/M)^n`. -/
theorem uniform_convergence (hp : IsPositiveProb p) (hq : IsPositiveProb q)
    (hM : ∀ x, p x ≤ M * q x) :
    (∀ x y, p y / M ≤ kernel p q x y) ∧
    ∀ (n : ℕ) (x : S) (A : Finset S),
      |∑ y ∈ A, (kernel p q ^ n) x y - ∑ y ∈ A, p y| ≤ (1 - 1 / M) ^ n := by
  constructor
  · intro x y
    have h := equilibrated_part hp hq hM 1 x y
    rw [pow_one, pow_one] at h
    have e : (1 - (1 - 1 / M)) * p y = p y / M := by ring
    linarith
  · intro n x A
    -- an event is an observable with values 0 and 1
    have h := observable_bias hp hq hM n x (fun y => if y ∈ A then 1 else 0) 0 1
      (by intro y; split_ifs <;> norm_num)
      (by intro y; split_ifs <;> norm_num)
    simpa only [mul_ite, mul_one, mul_zero, Finset.sum_ite_mem, Finset.univ_inter,
      sub_zero] using h

/-- Let `p ≤ M q` for positive distributions and let `ε > 0`. After a burn-in of at least
`M log (1/ε)` steps from any state, every event probability is within `ε` of its target value. -/
theorem burn_in (hp : IsPositiveProb p) (hq : IsPositiveProb q)
    (hM : ∀ x, p x ≤ M * q x) {ε : ℝ} (hε : 0 < ε) (n : ℕ)
    (hn : M * Real.log (1 / ε) ≤ n) (x : S) (A : Finset S) :
    |∑ y ∈ A, (kernel p q ^ n) x y - ∑ y ∈ A, p y| ≤ ε := by
  have hM1 := one_le_bound hp hq hM
  have hM0 : 0 < M := by linarith
  have h0 : 0 ≤ 1 - 1 / M := sub_nonneg.2 ((div_le_one hM0).2 hM1)
  rw [one_div, Real.log_inv] at hn
  have hlog : -Real.log ε ≤ n / M := (le_div_iff₀ hM0).2 (by linarith)
  have hexp : (n : ℝ) * (-(1 / M)) ≤ Real.log ε := by
    have e : (n : ℝ) * (-(1 / M)) = -(n / M) := by ring
    linarith
  calc |∑ y ∈ A, (kernel p q ^ n) x y - ∑ y ∈ A, p y| ≤ (1 - 1 / M) ^ n :=
        (uniform_convergence hp hq hM).2 n x A
    _ ≤ Real.exp (-(1 / M)) ^ n :=
        pow_le_pow_left₀ h0 (by linarith [Real.add_one_le_exp (-(1 / M))]) n
    _ = Real.exp (n * (-(1 / M))) := (Real.exp_nat_mul _ n).symm
    _ ≤ Real.exp (Real.log ε) := Real.exp_le_exp.2 hexp
    _ = ε := Real.exp_log hε

end

end IndependenceMetropolis
```

```lean
#print axioms IndependenceMetropolis.uniform_convergence
-- 'IndependenceMetropolis.uniform_convergence' depends on axioms: [propext, Classical.choice, Quot.sound]
#print axioms IndependenceMetropolis.burn_in
-- 'IndependenceMetropolis.burn_in' depends on axioms: [propext, Classical.choice, Quot.sound]
```

## The chain, its target and the constant M

The finite type `S` is the set of configurations. `IsPositiveProb p` says that p is positive everywhere and sums to one, and the same is required of q. From the current state x a candidate y is drawn with probability q(y) and accepted with probability

a(x,y) = min(1, p(y) q(x) / (p(x) q(y))),

which is `acceptance p q x y`. After a rejection the chain stays at x. The transition probability is therefore

P(x,y) = q(y) a(x,y) + δ(x,y) R(x), with R(x) = 1 − ∑_z q(z) a(x,z),

where δ(x,y) is 1 for x = y and 0 otherwise, and R(x) is the total probability of rejection. This is `kernel p q`, a real matrix whose row is the current state and whose column is the next one. The entry `(kernel p q ^ n) x y` is the probability of being at y after n steps from x, and an event is a finite set `A : Finset S`.

The first half of `uniform_convergence` is the one-step bound, and the second half is the statement about events. `observable_bias` extends the latter to the mean of any observable with values between a and b, and `burn_in` turns it into a sufficient number of steps.

In variational Monte Carlo on a finite configuration space, the target p(x) is |Ψ(x)|² divided by its sum over configurations. Proposals there are usually changes to the current configuration, which this theorem does not cover. It treats the special case in which they are drawn independently from a fixed distribution q that can be sampled directly. The constant M measures how badly q can undersample the target: no configuration is proposed with less than 1/M of its target probability. On a finite set with q positive such an M always exists, and the smallest is the maximum of p/q.

If f is the local energy of a trial function on a finite configuration space, and is real-valued, `observable_bias` bounds the systematic error in its mean at step n that is left over from the starting configuration. It says nothing about the statistical error of an average along one run. Strict positivity requires that configurations with Ψ = 0 be left out of `S` and that q be normalised on the rest. Continuous electron coordinates lie beyond this finite model.

## Accepted flow and the one-step bound

Multiplying the accepted part of a move by p(x) removes the quotient:

p(x) q(y) a(x,y) = min(p(x) q(y), p(y) q(x)).

This is `accepted_flow`, where `field_simp` performs the cancellation. The right-hand side is unchanged when x and y are exchanged, so p(x) P(x,y) = p(y) P(y,x) for x ≠ y, and for x = y there is nothing to show. That is `detailed_balance`.

Each row of P sums to one, because R(x) supplies exactly what the accepted moves leave over. `sum_kernel_pow` carries this to all powers by induction. Summing detailed balance over x then gives `stationary`:

∑_x p(x) P(x,y) = p(y) ∑_x P(y,x) = p(y).

Now the hypothesis on M enters. Summing p ≤ M q over all states gives M ≥ 1, which is `one_le_bound`. Since q(y) ≥ p(y)/M and q(x) ≥ p(x)/M, both entries of the minimum above are at least p(x) p(y)/M. Dividing by p(x) yields

q(y) a(x,y) ≥ p(y)/M.

The rejection probability R(x) is nonnegative because a ≤ 1 and q sums to one. Adding it on the diagonal can only help, so P(x,y) ≥ p(y)/M. Inside `equilibrated_part` these two facts are `hmove` and `hrej`, and their conclusion is `one`.

## How the memory of the start shrinks

Fix the start x and write r_n = (1 − 1/M)^n. Split off from the law after n steps the part that already has the shape of the target:

D_n(y) = P^n(x,y) − (1 − r_n) p(y).

The claim of `equilibrated_part` is that D_n(y) ≥ 0 for every y. For n = 0 we have r_0 = 1, and D_0(y) = δ(x,y) is nonnegative.

Suppose the claim holds for n. The total mass of D_n is 1 − (1 − r_n) = r_n. Applying the one-step bound to this nonnegative remainder gives

∑_z D_n(z) P(z,y) ≥ ∑_z D_n(z) p(y)/M = r_n p(y)/M.

By stationarity the left-hand side equals P^(n+1)(x,y) − (1 − r_n) p(y). Hence

P^(n+1)(x,y) ≥ (1 − r_n + r_n/M) p(y) = (1 − r_(n+1)) p(y).

In Lean the inequality is `hD`, the mass is computed in `hL`, the use of stationarity is `hR`, and `linarith` combines them.

The induction is written `induction n generalizing y`, and the last two words matter. The theorem is stated for one final state y, but the step needs D_n(z) ≥ 0 at every intermediate state z, because only then may the inequality for P(z,y) be multiplied by D_n(z) and summed. With `generalizing y` the induction hypothesis `ih` becomes a statement about all final states, and the proof calls it as `ih z`. The start x needs no such treatment: `pow_succ` writes the next power as P^n times P, so the new step is added at the end and the row stays the same.

## Observables, events and burn-in

Let μ = ∑_y p(y) f(y) be the target mean of an observable with a ≤ f ≤ b. Its mean after n steps differs from μ by

∑_y P^n(x,y) f(y) − μ = ∑_y D_n(y) f(y) − r_n μ.

As D_n is nonnegative with mass r_n, the sum on the right lies between r_n a and r_n b. So does r_n μ, because μ lies between a and b. The difference is therefore at most r_n (b − a) in absolute value. The proof of `observable_bias` first replaces the power by a single letter `r` with `generalize`, proves these bounds as `h1` to `h6`, and leaves the rest to `linarith`.

An event is the observable that equals 1 on A and 0 elsewhere, so b − a = 1 and the bound becomes r_n. The one-step half of `uniform_convergence` is read off from `equilibrated_part` at n = 1, where 1 − r_1 = 1/M.

For the burn-in, 1 − 1/M ≤ exp(−1/M) gives

r_n ≤ exp(−n/M) ≤ ε whenever n ≥ M log(1/ε).

## Two states with M = 3/2

Take states 1 and 2 with p = (3/4, 1/4) and q = (1/2, 1/2). The smallest admissible constant is M = 3/2, so 1 − 1/M = 1/3. A move from 1 to 2 is accepted with probability 1/3, and a move from 2 to 1 always. Hence

P(1,1) = 5/6, P(1,2) = 1/6, P(2,1) = 1/2, P(2,2) = 1/2.

The lower bounds p(y)/M are 1/2 for y = 1 and 1/6 for y = 2, and both off-diagonal entries attain them.

Start in state 2. After two steps the probability of state 1 is

P²(2,1) = (1/2)(5/6) + (1/2)(1/2) = 2/3.

It misses the target 3/4 by 1/12, within the bound (1/3)² = 1/9. For ε = 0.01 the burn-in formula asks for n ≥ 1.5 · log 100 ≈ 6.9, that is 7 steps, while (1/3)^n itself falls below 0.01 at n = 5.
